# Three spins 1/2 in a product state have chirality at most $1/8$ in absolute value, while an entangled state reaches $\sqrt3/4$

Suppose a calculation on a three-spin cluster returns a scalar chirality $\langle \mathbf S_1\cdot(\mathbf S_2\times\mathbf S_3)\rangle = 0.1$. Without a bound for unentangled states, this number might be read as a sign of entanglement, yet three independent spins pointing in suitable non-coplanar directions produce it too. With $\hbar=1$ and each spin operator equal to half the Pauli matrices, the threshold is $1/8$: for three spins 1/2, a larger absolute value rules out every product state and every finite mixture of them. In particular, a mean-field ansatz with one spinor per site cannot represent such a value on this cluster.

## Spins, sites and expectations

```lean
import Mathlib

open Matrix
open scoped Kronecker

namespace ChiralityWitness

noncomputable section
```

This loads the Mathlib library and the notation for matrices and Kronecker products.

```lean
/-- The spin-1/2 operators: half the Pauli matrices, with components x, y, z numbered 0, 1, 2. -/
def spin : Fin 3 → Matrix (Fin 2) (Fin 2) ℂ :=
  ![!![0, 1/2; 1/2, 0], !![0, -Complex.I/2; Complex.I/2, 0], !![1/2, 0; 0, -1/2]]
```

The operators are $\sigma_x/2,\sigma_y/2,\sigma_z/2$, in units where $\hbar=1$. `Fin 3` is the index set $\{0,1,2\}$, standing for $x,y,z$.

```lean
/-- Basis labels of three spins 1/2; on each site 0 is up and 1 is down. -/
abbrev Sites := Fin 2 × Fin 2 × Fin 2
```

A basis label is a triple of bits, with 0 for up and 1 for down. A state is a function from these eight labels to $\mathbb C$.

```lean
/-- Spin component `a` of the first site. -/
def S₁ (a : Fin 3) : Matrix Sites Sites ℂ := spin a ⊗ₖ (1 ⊗ₖ 1)
```

On the first site the operator is $S_{1}^{a}=s^a\otimes 1\otimes 1$, where $s^a$ is `spin a`.

```lean
/-- Spin component `a` of the second site. -/
def S₂ (a : Fin 3) : Matrix Sites Sites ℂ := 1 ⊗ₖ (spin a ⊗ₖ 1)
```

The second site carries $1\otimes s^a\otimes 1$.

```lean
/-- Spin component `a` of the third site. -/
def S₃ (a : Fin 3) : Matrix Sites Sites ℂ := 1 ⊗ₖ (1 ⊗ₖ spin a)
```

The third carries $1\otimes 1\otimes s^a$.

```lean
/-- The scalar chirality S1 · (S2 × S3). -/
def chirality : Matrix Sites Sites ℂ :=
  S₁ 0 * (S₂ 1 * S₃ 2 - S₂ 2 * S₃ 1) + S₁ 1 * (S₂ 2 * S₃ 0 - S₂ 0 * S₃ 2)
    + S₁ 2 * (S₂ 0 * S₃ 1 - S₂ 1 * S₃ 0)
```

This is the triple product $C=\mathbf S_1\cdot(\mathbf S_2\times\mathbf S_3)$, written out by components.

```lean
/-- The expectation ⟨ψ|A|ψ⟩. -/
def expect {n : Type*} [Fintype n] (ψ : n → ℂ) (A : Matrix n n ℂ) : ℂ :=
  star ψ ⬝ᵥ (A *ᵥ ψ)
```

`expect ψ A` is $\psi^\dagger A\psi$: `star` conjugates, `*ᵥ` applies a matrix to a vector and `⬝ᵥ` is the dot product. There is no division by the norm, so normalisation appears as a hypothesis where it is needed.

```lean
/-- The product state of two subsystems. -/
def tensor {m n : Type*} (u : m → ℂ) (v : n → ℂ) (p : m × n) : ℂ := u p.1 * v p.2
```

The amplitude of a product state is the product of amplitudes. Nesting `tensor` gives $u\otimes(v\otimes w)$.

```lean
/-- The vector of spin expectations of a single spin 1/2. -/
def spinVec (u : Fin 2 → ℂ) (a : Fin 3) : ℝ := (expect u (spin a)).re
```

The spin vector $\mathbf s(u)$ has the real components $\operatorname{Re}(u^\dagger s^a u)$.

## From product states to classical vectors

```lean
/-- A product of spin components on the three sites is their Kronecker product. -/
theorem site_mul (a b c : Fin 3) :
    S₁ a * (S₂ b * S₃ c) = spin a ⊗ₖ (spin b ⊗ₖ spin c) := by
  simp only [S₁, S₂, S₃, ← Matrix.mul_kronecker_mul, one_mul, mul_one]
```

Multiplying factor by factor gives $S_1^aS_2^bS_3^c=s^a\otimes s^b\otimes s^c$. The proof applies this rule and removes the identities.

```lean
/-- In a product state the expectation of a product of local operators factorises. -/
theorem expect_tensor {m n : Type*} [Fintype m] [Fintype n] (u : m → ℂ) (v : n → ℂ)
    (A : Matrix m m ℂ) (B : Matrix n n ℂ) :
    expect (tensor u v) (A ⊗ₖ B) = expect u A * expect v B := by
  have h : (A ⊗ₖ B) *ᵥ tensor u v = tensor (A *ᵥ u) (B *ᵥ v) := by
    ext ⟨i, j⟩
    simp only [Matrix.mulVec, dotProduct, tensor, Fintype.sum_prod_type,
      Matrix.kroneckerMap_apply, Finset.sum_mul_sum]
    exact Finset.sum_congr rfl fun _ _ => Finset.sum_congr rfl fun _ _ => by ring
  rw [expect, h]
  simp only [expect, dotProduct, tensor, Fintype.sum_prod_type, Finset.sum_mul_sum,
    Pi.star_apply, star_mul']
  exact Finset.sum_congr rfl fun _ _ => Finset.sum_congr rfl fun _ _ => by ring
```

By hand, $(A\otimes B)(u\otimes v)=Au\otimes Bv$, and the inner product with $u\otimes v$ splits into $(u^\dagger Au)(v^\dagger Bv)$. The proof establishes the first identity as `h`, then separates the double sum.

```lean
/-- The expectation of each spin component is real. -/
theorem expect_spin (u : Fin 2 → ℂ) (a : Fin 3) : expect u (spin a) = (spinVec u a : ℂ) := by
  apply Complex.ext
  · simp [spinVec]
  · fin_cases a <;>
      simp [expect, spin, Matrix.mulVec, dotProduct, Fin.sum_univ_two] <;> ring
```

Spin operators are Hermitian, so taking the real part in `spinVec` loses nothing. Lean checks the imaginary part for each of the three components.

```lean
/-- The spin vector of a single spin has length half the squared norm of the state. -/
theorem spinVec_length (u : Fin 2 → ℂ) :
    spinVec u ⬝ᵥ spinVec u = (star u ⬝ᵥ u).re ^ 2 / 4 := by
  simp [spinVec, expect, spin, Matrix.mulVec, dotProduct, Fin.sum_univ_two,
    Fin.sum_univ_three]
  ring
```

For $u=(u_0,u_1)$ the components are $\operatorname{Re}(u_0^*u_1)$, $\operatorname{Im}(u_0^*u_1)$ and $(|u_0|^2-|u_1|^2)/2$. Hence
$$|\mathbf s(u)|^2=|u_0|^2|u_1|^2+\tfrac14(|u_0|^2-|u_1|^2)^2=\tfrac14(|u_0|^2+|u_1|^2)^2.$$
A unit spinor therefore has a spin vector of length $1/2$.

```lean
/-- The chirality of a product state is the classical triple product of its spin vectors. -/
theorem chirality_product (u v w : Fin 2 → ℂ) :
    expect (tensor u (tensor v w)) chirality
      = ((spinVec u ⬝ᵥ (spinVec v ⨯₃ spinVec w) : ℝ) : ℂ) := by
  have key : ∀ a b c, expect (tensor u (tensor v w)) (spin a ⊗ₖ (spin b ⊗ₖ spin c))
      = (spinVec u a : ℂ) * ((spinVec v b : ℂ) * (spinVec w c : ℂ)) := by
    intro a b c
    simp only [expect_tensor, expect_spin]
  simp only [expect] at key
  simp only [expect, chirality, mul_sub, site_mul, Matrix.add_mulVec, Matrix.sub_mulVec,
    dotProduct_add, dotProduct_sub, key]
  simp only [cross_apply, dotProduct, Fin.sum_univ_three, Matrix.cons_val_zero,
    Matrix.cons_val_one, Matrix.cons_val]
  push_cast
  ring
```

Each of the six terms of $C$ factorises, which is the statement `key`. Collecting them gives
$$\langle C\rangle=\mathbf s(u)\cdot(\mathbf s(v)\times\mathbf s(w)).$$
The symbol `⨯₃` is the ordinary cross product.

## The bound and its equality case

```lean
/-- Three vectors of length 1/2 have a triple product of size at most 1/8, with equality
exactly when they are mutually orthogonal. -/
theorem triple_product_bound (a b c : Fin 3 → ℝ) (ha : a ⬝ᵥ a = 1/4) (hb : b ⬝ᵥ b = 1/4)
    (hc : c ⬝ᵥ c = 1/4) :
    |a ⬝ᵥ (b ⨯₃ c)| ≤ 1/8 ∧
      (|a ⬝ᵥ (b ⨯₃ c)| = 1/8 ↔ a ⬝ᵥ b = 0 ∧ b ⬝ᵥ c = 0 ∧ c ⬝ᵥ a = 0) := by
  -- the squared triple product is the Gram determinant
  have gram : (a ⬝ᵥ (b ⨯₃ c)) ^ 2 = (a ⬝ᵥ a) * (b ⬝ᵥ b) * (c ⬝ᵥ c)
      + 2 * (a ⬝ᵥ b) * (b ⬝ᵥ c) * (c ⬝ᵥ a) - (a ⬝ᵥ a) * (b ⬝ᵥ c) ^ 2
      - (b ⬝ᵥ b) * (c ⬝ᵥ a) ^ 2 - (c ⬝ᵥ c) * (a ⬝ᵥ b) ^ 2 := by
    simp only [cross_apply, dotProduct, Fin.sum_univ_three, Matrix.cons_val_zero,
      Matrix.cons_val_one, Matrix.cons_val]
    ring
  have cs : ∀ x y : Fin 3 → ℝ, (x ⬝ᵥ y) ^ 2 ≤ (x ⬝ᵥ x) * (y ⬝ᵥ y) := by
    intro x y
    simp only [dotProduct, Fin.sum_univ_three]
    nlinarith [sq_nonneg (x 0 * y 1 - x 1 * y 0), sq_nonneg (x 1 * y 2 - x 2 * y 1),
      sq_nonneg (x 2 * y 0 - x 0 * y 2)]
  have aux : ∀ x y z : ℝ, x ^ 2 ≤ 1/4 * (1/4) → 2 * x * y * z ≤ (y ^ 2 + z ^ 2) / 4 := by
    intro x y z h
    have h1 : 0 ≤ 1/4 - x := by nlinarith
    have h2 : 0 ≤ 1/4 + x := by nlinarith
    nlinarith [mul_nonneg h1 (sq_nonneg (y + z)), mul_nonneg h2 (sq_nonneg (y - z))]
  have h1 := cs a b
  have h2 := cs b c
  have h3 := cs c a
  rw [ha, hb] at h1
  rw [hb, hc] at h2
  rw [hc, ha] at h3
  rw [ha, hb, hc] at gram
  generalize a ⬝ᵥ (b ⨯₃ c) = t at *
  generalize a ⬝ᵥ b = x at *
  generalize b ⬝ᵥ c = y at *
  generalize c ⬝ᵥ a = z at *
  have k1 := aux x y z h1
  have k2 := aux y z x h2
  have k3 := aux z x y h3
  have ht : t ^ 2 ≤ 1/64 := by nlinarith [sq_nonneg x]
  refine ⟨abs_le.mpr ⟨by nlinarith, by nlinarith⟩, fun h => ?_, fun h => ?_⟩
  · have hsq : t ^ 2 = 1/64 := by rw [← sq_abs, h]; norm_num
    exact ⟨pow_eq_zero_iff two_ne_zero |>.mp (le_antisymm (by nlinarith) (sq_nonneg x)),
      pow_eq_zero_iff two_ne_zero |>.mp (le_antisymm (by nlinarith) (sq_nonneg y)),
      pow_eq_zero_iff two_ne_zero |>.mp (le_antisymm (by nlinarith) (sq_nonneg z))⟩
  · obtain ⟨rfl, rfl, rfl⟩ := h
    have hsq : |t| ^ 2 = 1/64 := by rw [sq_abs, gram]; norm_num
    nlinarith [abs_nonneg t]
```

Put $t=\mathbf a\cdot(\mathbf b\times\mathbf c)$, $x=\mathbf a\cdot\mathbf b$, $y=\mathbf b\cdot\mathbf c$ and $z=\mathbf c\cdot\mathbf a$. The Gram determinant (`gram`) gives
$$t^2=\tfrac1{64}+2xyz-\tfrac14(x^2+y^2+z^2).$$
Cauchy–Schwarz (`cs`) gives $|x|\le\frac14$, so $2xyz\le\frac12|yz|\le\frac14(y^2+z^2)$, which is `aux`. What remains is $t^2\le\frac1{64}-\frac14x^2$, and likewise with $y$ or $z$ in place of $x$. Thus $|t|\le\frac18$, and equality forces $x=y=z=0$. Conversely, setting these to zero gives $t^2=\frac1{64}$.

```lean
/-- A product of three unit spinors has chirality at most 1/8 in absolute value, with equality
exactly when the three spin vectors are mutually orthogonal. -/
theorem product_bound (u v w : Fin 2 → ℂ) (hu : star u ⬝ᵥ u = 1) (hv : star v ⬝ᵥ v = 1)
    (hw : star w ⬝ᵥ w = 1) :
    ‖expect (tensor u (tensor v w)) chirality‖ ≤ 1/8 ∧
      (‖expect (tensor u (tensor v w)) chirality‖ = 1/8 ↔
        spinVec u ⬝ᵥ spinVec v = 0 ∧ spinVec v ⬝ᵥ spinVec w = 0 ∧
          spinVec w ⬝ᵥ spinVec u = 0) := by
  rw [chirality_product, Complex.norm_real, Real.norm_eq_abs]
  apply triple_product_bound
  · rw [spinVec_length, hu]; norm_num
  · rw [spinVec_length, hv]; norm_num
  · rw [spinVec_length, hw]; norm_num
```

The hypotheses `hu`, `hv` and `hw` say that the spinors are normalised. The proof replaces the chirality by the classical triple product and feeds in the three lengths. Equality holds exactly when the spin vectors are mutually orthogonal.

## One flipped spin

```lean
/-- The state with one spin down, with amplitudes `a`, `b`, `c` for the down spin on
site 1, 2, 3. -/
def oneDown (a b c : ℂ) (p : Sites) : ℂ :=
  (![![![0, c], ![b, 0]], ![![a, 0], ![0, 0]]] : Fin 2 → Fin 2 → Fin 2 → ℂ) p.1 p.2.1 p.2.2
```

This is $a\,|{\downarrow\uparrow\uparrow}\rangle+b\,|{\uparrow\downarrow\uparrow}\rangle+c\,|{\uparrow\uparrow\downarrow}\rangle$, where $a,b,c$ are now complex amplitudes.

```lean
/-- Squared norm and chirality of a state with one spin down, in terms of its amplitudes. -/
theorem oneDown_chirality (a b c : ℂ) :
    star (oneDown a b c) ⬝ᵥ oneDown a b c = star a * a + star b * b + star c * c ∧
    expect (oneDown a b c) chirality
      = Complex.I / 4 * (star a * (c - b) + star b * (a - c) + star c * (b - a)) := by
  constructor
  · simp [dotProduct, Fintype.sum_prod_type, Fin.sum_univ_two, oneDown]
    ring
  · simp only [chirality, mul_sub, site_mul]
    simp [expect, Matrix.mulVec, dotProduct, Fintype.sum_prod_type, Fin.sum_univ_two,
      oneDown, spin, Matrix.kroneckerMap_apply]
    ring
```

Each term of $C$ contains one $z$ component. Grouping the terms by the site that carries it leaves the $z$ component of a cross product on the other two sites, $j$ and $k$. With $S^\pm=S^x\pm iS^y$ this is
$$(\mathbf S_j\times\mathbf S_k)_z=\tfrac i2(S_j^+S_k^--S_j^-S_k^+).$$
This moves the down spin between $j$ and $k$ while the third spin is up and contributes $\frac12$. Summing over the pairs $(2,3)$, $(3,1)$, $(1,2)$ gives
$$\langle C\rangle=\tfrac i4\left[a^*(c-b)+b^*(a-c)+c^*(b-a)\right].$$
Lean obtains the same formula by expanding the finite sums.

Two choices show what the threshold detects. With $a=b=c=1/\sqrt3$ the state is entangled but has chirality $0$, so a small value does not imply a product state. With $a=1/\sqrt2$, $b=i/\sqrt2$, $c=0$ the bracket is $-\frac i2-\frac i2=-i$, and the chirality is $\frac14$. Here the third spin factors out, so exceeding $\frac18$ does not require all three spins to be entangled together.

```lean
/-- One down spin shared equally by the three sites, with phases advancing by 120 degrees. -/
def chiralState : Sites → ℂ :=
  oneDown ((Real.sqrt 3 : ℂ) / 3)
    ((Real.sqrt 3 : ℂ) / 3 * ((-1 + (Real.sqrt 3 : ℂ) * Complex.I) / 2))
    ((Real.sqrt 3 : ℂ) / 3 * ((-1 - (Real.sqrt 3 : ℂ) * Complex.I) / 2))
```

With $\omega=(-1+i\sqrt3)/2$, the amplitudes are $(1,\omega,\omega^2)/\sqrt3$.

```lean
/-- A spinor pointing along x. -/
def xUp : Fin 2 → ℂ := ![⟨1/2, 1/2⟩, ⟨1/2, 1/2⟩]
```

This is $(1,1)/\sqrt2$ times a phase, chosen so that the entries contain no square root.

```lean
/-- A spinor pointing along y. -/
def yUp : Fin 2 → ℂ := ![⟨1/2, 1/2⟩, ⟨-1/2, 1/2⟩]
```

This is $(1,i)/\sqrt2$ times the same phase.

```lean
/-- The spinor pointing along z. -/
def zUp : Fin 2 → ℂ := ![1, 0]
```

This is spin up along $z$.

## Product and entangled states compared

```lean
/-- Products of unit spinors have chirality at most 1/8 in absolute value, and spins along
x, y, z attain it; the normalised `chiralState` is not a product and has chirality √3/4. -/
theorem chirality_entanglement_witness :
    (∀ u v w : Fin 2 → ℂ, star u ⬝ᵥ u = 1 → star v ⬝ᵥ v = 1 → star w ⬝ᵥ w = 1 →
      ‖expect (tensor u (tensor v w)) chirality‖ ≤ 1/8) ∧
    (star xUp ⬝ᵥ xUp = 1 ∧ star yUp ⬝ᵥ yUp = 1 ∧ star zUp ⬝ᵥ zUp = 1 ∧
      expect (tensor xUp (tensor yUp zUp)) chirality = 1/8) ∧
    (star chiralState ⬝ᵥ chiralState = 1 ∧
      (∀ u v w : Fin 2 → ℂ, chiralState ≠ tensor u (tensor v w)) ∧
      expect chiralState chirality = (Real.sqrt 3 : ℂ) / 4) := by
  have h3 : (Real.sqrt 3 : ℂ) ^ 2 = 3 := by
    rw [← Complex.ofReal_pow, Real.sq_sqrt (by norm_num)]; norm_num
  refine ⟨fun u v w hu hv hw => (product_bound u v w hu hv hw).1, ⟨?_, ?_, ?_, ?_⟩, ?_, ?_, ?_⟩
  · simp [xUp, dotProduct, Fin.sum_univ_two, Complex.ext_iff]
    norm_num
  · simp [yUp, dotProduct, Fin.sum_univ_two, Complex.ext_iff]
    norm_num
  · simp [zUp, dotProduct, Fin.sum_univ_two]
  · have hx : spinVec xUp = ![1/2, 0, 0] := by
      ext a
      fin_cases a <;> simp [spinVec, expect, spin, xUp, Matrix.mulVec, dotProduct,
        Fin.sum_univ_two] <;> norm_num
    have hy : spinVec yUp = ![0, 1/2, 0] := by
      ext a
      fin_cases a <;> simp [spinVec, expect, spin, yUp, Matrix.mulVec, dotProduct,
        Fin.sum_univ_two] <;> norm_num
    have hz : spinVec zUp = ![0, 0, 1/2] := by
      ext a
      fin_cases a <;> simp [spinVec, expect, spin, zUp, Matrix.mulVec, dotProduct,
        Fin.sum_univ_two]
    rw [chirality_product, hx, hy, hz]
    simp [cross_apply, dotProduct, Fin.sum_univ_three]
    norm_num
  · rw [chiralState, (oneDown_chirality _ _ _).1]
    simp only [Complex.star_def, map_mul, map_div₀, map_add, map_sub, map_neg, map_one,
      map_ofNat, Complex.conj_ofReal, Complex.conj_I]
    linear_combination (-(Real.sqrt 3 : ℂ) ^ 4 / 18) * Complex.I_sq
      + (((Real.sqrt 3 : ℂ) ^ 2 + 6) / 18) * h3
  · -- the amplitude of up-up-up vanishes, which no product with these amplitudes allows
    intro u v w h
    have e0 : (0 : ℂ) = u 0 * (v 0 * w 0) := congrFun h (0, 0, 0)
    have e1 : (Real.sqrt 3 : ℂ) / 3 = u 1 * (v 0 * w 0) := congrFun h (1, 0, 0)
    have e2 : (Real.sqrt 3 : ℂ) / 3 * ((-1 + (Real.sqrt 3 : ℂ) * Complex.I) / 2)
        = u 0 * (v 1 * w 0) := congrFun h (0, 1, 0)
    have e3 : (Real.sqrt 3 : ℂ) / 3 *
        ((Real.sqrt 3 : ℂ) / 3 * ((-1 + (Real.sqrt 3 : ℂ) * Complex.I) / 2)) = 0 := by
      linear_combination ((Real.sqrt 3 : ℂ) / 3) * e2 + (u 0 * v 1 * w 0) * e1
        - (u 1 * v 1 * w 0) * e0
    have e4 : (1 : ℂ) = 0 := by
      linear_combination (3 / 2 * (-1 - (Real.sqrt 3 : ℂ) * Complex.I)) * e3
        + ((Real.sqrt 3 : ℂ) ^ 4 / 12) * Complex.I_sq
        - (((Real.sqrt 3 : ℂ) ^ 2 + 4) / 12) * h3
    exact one_ne_zero e4
  · rw [chiralState, (oneDown_chirality _ _ _).2]
    simp only [Complex.star_def, map_mul, map_div₀, map_add, map_sub, map_neg, map_one,
      map_ofNat, Complex.conj_ofReal, Complex.conj_I]
    linear_combination (-(Real.sqrt 3 : ℂ) ^ 3 / 12) * Complex.I_sq
      + ((Real.sqrt 3 : ℂ) / 12) * h3
```

The statement has three parts. The first is the bound already derived.

The second shows that it is attained. The three spinors have spin vectors $(\frac12,0,0)$, $(0,\frac12,0)$ and $(0,0,\frac12)$, whose triple product is $\frac18$.

The third concerns `chiralState`. Its squared norm is $3\cdot\frac13=1$. Each of the three terms in the bracket equals $(\omega^2-\omega)/3=-i/\sqrt3$, so $\langle C\rangle=\frac i4(-i\sqrt3)=\sqrt3/4\approx0.433$. Lean's `linear_combination` verifies this arithmetic from $i^2=-1$ and $(\sqrt3)^2=3$.

If the state were a product, then $u_0v_0w_0=0$, $u_1v_0w_0=1/\sqrt3$ and $u_0v_1w_0=\omega/\sqrt3$. The product of the last two is $\omega/3\neq0$, but it also equals $(u_0v_0w_0)(u_1v_1w_0)=0$. This contradiction, reached through `e3` and `e4`, excludes all spinors, normalised or not. The theorem gives a value that is reached and does not address whether it is the largest possible.

## Mixtures of product states

```lean
/-- For every finite statistical mixture ρ of product states, |Tr(ρ C)| is at most 1/8,
where C is the chirality. -/
theorem separable_bound {ι : Type*} [Fintype ι] (p : ι → ℝ) (hp : ∀ k, 0 ≤ p k)
    (hsum : ∑ k, p k = 1) (u v w : ι → Fin 2 → ℂ) (hu : ∀ k, star (u k) ⬝ᵥ u k = 1)
    (hv : ∀ k, star (v k) ⬝ᵥ v k = 1) (hw : ∀ k, star (w k) ⬝ᵥ w k = 1) :
    ‖((∑ k, (p k : ℂ) • vecMulVec (tensor (u k) (tensor (v k) (w k)))
      (star (tensor (u k) (tensor (v k) (w k))))) * chirality).trace‖ ≤ 1/8 := by
  -- the trace against a pure state is the expectation in that state
  have pure_trace : ∀ ψ : Sites → ℂ,
      (vecMulVec ψ (star ψ) * chirality).trace = expect ψ chirality := by
    intro ψ
    simp only [Matrix.trace, Matrix.diag_apply, Matrix.mul_apply, Matrix.vecMulVec_apply,
      expect, dotProduct, Matrix.mulVec, Finset.mul_sum]
    rw [Finset.sum_comm]
    exact Finset.sum_congr rfl fun _ _ => Finset.sum_congr rfl fun _ _ => by ring
  rw [Finset.sum_mul, Matrix.trace_sum]
  simp only [Matrix.smul_mul, Matrix.trace_smul, pure_trace, smul_eq_mul]
  calc _ ≤ ∑ k, ‖(p k : ℂ) * expect (tensor (u k) (tensor (v k) (w k))) chirality‖ :=
        norm_sum_le _ _
    _ ≤ ∑ k, p k * (1/8) := by
        apply Finset.sum_le_sum
        intro k _
        rw [norm_mul, Complex.norm_real, Real.norm_eq_abs, abs_of_nonneg (hp k)]
        exact mul_le_mul_of_nonneg_left
          (product_bound _ _ _ (hu k) (hv k) (hw k)).1 (hp k)
    _ = 1/8 := by rw [← Finset.sum_mul, hsum, one_mul]

end

end ChiralityWitness
```

Let $\rho=\sum_kp_k|\psi_k\rangle\langle\psi_k|$, with each $\psi_k$ a normalised product state, $p_k\ge0$ and $\sum_kp_k=1$. The matrix `vecMulVec ψ (star ψ)` is the projector $|\psi\rangle\langle\psi|$, and `pure_trace` turns its trace against $C$ into an expectation. The triangle inequality then gives
$$|\operatorname{Tr}(\rho C)|\le\sum_kp_k|\langle C\rangle_k|\le\tfrac18\sum_kp_k=\tfrac18.$$
With a single term of weight $1$ this is the bound for one product state. Read in reverse, a density matrix with $|\operatorname{Tr}(\rho C)|>\frac18$ is no finite mixture of product states, which is what makes the chirality an entanglement witness.

```lean
#print axioms ChiralityWitness.product_bound
-- 'ChiralityWitness.product_bound' depends on axioms: [propext, Classical.choice, Quot.sound]
#print axioms ChiralityWitness.separable_bound
-- 'ChiralityWitness.separable_bound' depends on axioms: [propext, Classical.choice, Quot.sound]
```
